# With a fixed Hamiltonian, the eigenvalue residual of the initial state bounds the spurious field-free signal

A real-time calculation of a spectrum starts from a converged ground state, and someone has to choose the convergence tolerance. If the state is not quite an eigenstate, the dipole moment can move even when no field is applied, and any such motion contaminates the response. For a bounded self-adjoint Hamiltonian $H$ that does not change in time, a bounded operator $A$ and a unit vector $\psi$, the spurious signal obeys

$$|\langle\psi(t),A\psi(t)\rangle-\langle\psi,A\psi\rangle|\le 2|t|\,\|A\|\,\|r\|,\qquad r=(H-E)\psi,$$

where $\psi(t)=e^{-iHt}\psi$ and $E=\langle\psi,H\psi\rangle$. A tolerance on $\|r\|$ thus becomes a tolerance on the signal over a chosen propagation time.

In time-dependent density functional theory this applies to an orbital propagated in a frozen Kohn–Sham potential. When the potential follows the density, $H$ depends on the state and the bound does not apply as it stands. It also assumes the exact exponential, so the error of a time-stepping scheme comes on top.

## States, energy and residual

The states live in a complex inner product space `V`, whose inner product is conjugate-linear in the first argument. Units have $\hbar=1$.

```lean
import Mathlib

open Complex

namespace FieldFreeSignal

noncomputable section

variable {V : Type*} [NormedAddCommGroup V] [InnerProductSpace ℂ V]
```

Operators have type `V →L[ℂ] V`, the continuous linear maps, and $\|A\|$ is the operator norm. For a Hermitian matrix this is the largest absolute eigenvalue, not the Frobenius norm. On all of space the position operator and the kinetic energy are unbounded and do not fit this type, but their matrices in a finite orthonormal basis do. The evolved state is the operator exponential applied to $\psi$:

```lean
/-- The state `exp(-iHt) ψ` reached from `ψ` after time `t` without external field. -/
def evolve (H : V →L[ℂ] V) (ψ : V) (t : ℝ) : V :=
  NormedSpace.exp ((t : ℂ) • (-I • H)) ψ
```

The mean energy is $E=\langle\psi,H\psi\rangle$. Taking the real part makes it a real number in Lean and loses nothing when $H$ is self-adjoint.

```lean
/-- The mean energy `⟨ψ, Hψ⟩` (its real part) of a unit vector `ψ`. -/
def energy (H : V →L[ℂ] V) (ψ : V) : ℝ := (inner ℂ ψ (H ψ)).re
```

The residual $r=H\psi-E\psi$ vanishes exactly when $\psi$ satisfies the eigenvalue equation with this $E$. A small residual does not show that the eigenstate is the ground state; the bound holds near excited states too.

```lean
/-- The residual `(H - E) ψ` of the eigenvalue equation, with `E` the mean energy. -/
def residual (H : V →L[ℂ] V) (ψ : V) : V := H ψ - (energy H ψ : ℂ) • ψ
```

The signal is the change in the expectation value. It is complex-valued because $A$ need not be Hermitian.

```lean
/-- The change of the expectation value of `A` during field-free evolution from `ψ`. -/
def signal (H A : V →L[ℂ] V) (ψ : V) (t : ℝ) : ℂ :=
  inner ℂ (evolve H ψ t) (A (evolve H ψ t)) - inner ℂ ψ (A ψ)
```

Finally, a path $\varphi(t)$ solves the Schrödinger equation if $\varphi'(t)=-iH\varphi(t)$ at every real $t$.

```lean
/-- The path `φ` obeys the Schrödinger equation `φ' = -iHφ` at all times. -/
def Solves (H : V →L[ℂ] V) (φ : ℝ → V) : Prop :=
  ∀ t, HasDerivAt φ (-I • H (φ t)) t
```

## Every solution keeps its norm

From here on `V` is complete, hence a Hilbert space. For self-adjoint $H$,

$$\frac{d}{dt}\langle\varphi,\varphi\rangle=\langle\varphi,-iH\varphi\rangle+\langle-iH\varphi,\varphi\rangle=-i\langle\varphi,H\varphi\rangle+i\langle H\varphi,\varphi\rangle=0 .$$

In the proof, `d` is this derivative, and `is_const_of_deriv_eq_zero` turns it into equality of the squared norms at times $t$ and $0$. The lemma speaks of any solution, not only of $e^{-iHt}\psi$, and the drift estimate below uses that generality.

```lean
variable [CompleteSpace V]

/-- For self-adjoint `H`, a solution of the Schrödinger equation keeps its norm. -/
theorem norm_conserved {H : V →L[ℂ] V} (hH : IsSelfAdjoint H) {φ : ℝ → V}
    (h : Solves H φ) (t : ℝ) : ‖φ t‖ = ‖φ 0‖ := by
  have d : ∀ s, HasDerivAt (fun s => inner ℂ (φ s) (φ s)) 0 s := by
    intro s
    have hs : inner ℂ (H (φ s)) (φ s) = inner ℂ (φ s) (H (φ s)) :=
      hH.isSymmetric _ _
    refine (HasDerivAt.inner ℂ (h s) (h s)).congr_deriv ?_
    rw [inner_smul_right, inner_smul_left, hs]
    simp only [map_neg, conj_I]
    ring
  have e : inner ℂ (φ t) (φ t) = inner ℂ (φ 0) (φ 0) :=
    is_const_of_deriv_eq_zero (𝕜 := ℝ) (f := fun s => inner ℂ (φ s) (φ s))
      (fun s => (d s).differentiableAt) (fun s => (d s).deriv) t 0
  have e2 : ‖φ t‖ ^ 2 = ‖φ 0‖ ^ 2 := by
    rw [← inner_self_eq_norm_sq (𝕜 := ℂ) (φ t), ← inner_self_eq_norm_sq (𝕜 := ℂ) (φ 0), e]
  exact (sq_eq_sq₀ (norm_nonneg _) (norm_nonneg _)).1 e2
```

The exponential is such a solution, since $\frac{d}{dt}e^{-iHt}\psi=-iHe^{-iHt}\psi$ and $e^{0}\psi=\psi$. Lean differentiates in complex time and then restricts to the real line with `HasDerivAt.scomp`.

```lean
/-- The state `exp(-iHt) ψ` obeys the Schrödinger equation and starts at `ψ`. -/
theorem evolve_solves (H : V →L[ℂ] V) (ψ : V) :
    Solves H (evolve H ψ) ∧ evolve H ψ 0 = ψ := by
  refine ⟨fun t => ?_, by simp [evolve]⟩
  have h1 := (hasDerivAt_exp_smul_const' (-I • H) (t : ℂ)).clm_apply
    (hasDerivAt_const (t : ℂ) ψ)
  have h2 := HasDerivAt.scomp t h1 (hasDerivAt_id t).ofReal_comp
  refine HasDerivAt.congr_deriv (f := evolve H ψ) h2 ?_
  simp [evolve]
```

It is also the only solution starting at $\psi$. The difference of two solutions with the same initial value is a solution that starts at zero, so its norm stays zero. This is used later to identify an explicit evolution.

```lean
/-- For self-adjoint `H`, the only solution that starts at `ψ` is `exp(-iHt) ψ`. -/
theorem solution_unique {H : V →L[ℂ] V} (hH : IsSelfAdjoint H) {φ : ℝ → V} {ψ : V}
    (h : Solves H φ) (h0 : φ 0 = ψ) (t : ℝ) : φ t = evolve H ψ t := by
  obtain ⟨k, k0⟩ := evolve_solves H ψ
  -- the difference of two solutions is a solution of norm zero
  have hd : Solves H (fun s => φ s - evolve H ψ s) := fun s =>
    ((h s).fun_sub (k s)).congr_deriv (by rw [map_sub, smul_sub])
  have hn := norm_conserved hH hd t
  simp only [h0, k0, sub_self, norm_zero] at hn
  exact sub_eq_zero.1 (norm_eq_zero.1 hn)
```

## The state drifts at constant speed

Let $E$ be any real number for the moment, and set $w(s)=(H-E)\psi(s)$. Since $H$ commutes with $H-E$,

$$w'(s)=(H-E)(-iH)\psi(s)=-iH\,w(s),$$

so $w$ solves the Schrödinger equation and $\|w(s)\|=\|(H-E)\psi\|$ at all times. Now remove the phase by setting $g(s)=e^{iEs}\psi(s)$. Then

$$g'(s)=iE\,e^{iEs}\psi(s)-i\,e^{iEs}H\psi(s)=-i\,e^{iEs}w(s),\qquad \|g'(s)\|=\|(H-E)\psi\| .$$

A path with this speed gets no further than speed times time:

$$\|e^{iEt}\psi(t)-\psi\|\le|t|\,\|(H-E)\psi\| .$$

In the code, `hw` is the equation for $w$, `hg` is the derivative of $g$, and `hb` is the last inequality.

The device behind `hb` is Mathlib's mean value inequality, `Convex.norm_image_sub_le_of_norm_hasDerivWithin_le`. A vector-valued path need not have an intermediate time at which its derivative equals the average velocity, but a bound $C$ on the norm of the derivative over a convex set still gives $\|g(y)-g(x)\|\le C\,|y-x|$ for any two points of that set. Here the set is the whole real line, with $x=0$ and $y=t$. Negative times therefore need no separate case, and no integral over time has to be set up.

```lean
/-- For self-adjoint `H` and any real `E`, the state with the phase `exp(-iEt)` removed
moves away from `ψ` by at most `|t|` times the norm of `(H - E) ψ`. -/
theorem drift_le {H : V →L[ℂ] V} (hH : IsSelfAdjoint H) (ψ : V) (E t : ℝ) :
    ‖exp ((E * t : ℝ) * I) • evolve H ψ t - ψ‖ ≤ |t| * ‖H ψ - (E : ℂ) • ψ‖ := by
  obtain ⟨k, k0⟩ := evolve_solves H ψ
  -- (H - E) ψ(t) is itself a solution, so its norm is constant
  have hw : Solves H (fun s => H (evolve H ψ s) - (E : ℂ) • evolve H ψ s) := by
    intro s
    have h1 : HasDerivAt (fun s => H (evolve H ψ s)) (H (-I • H (evolve H ψ s))) s :=
      (H.restrictScalars ℝ).hasFDerivAt.comp_hasDerivAt s (k s)
    have h2 : HasDerivAt (fun s => (E : ℂ) • evolve H ψ s)
        ((E : ℂ) • (-I • H (evolve H ψ s))) s := (k s).const_smul (E : ℂ)
    refine (h1.fun_sub h2).congr_deriv ?_
    simp only [map_sub, map_smul]
    module
  have hg : ∀ s : ℝ, HasDerivAt (fun s : ℝ => exp ((E * s : ℝ) * I) • evolve H ψ s)
      (exp ((E * s : ℝ) * I) • (-I • (H (evolve H ψ s) - (E : ℂ) • evolve H ψ s))) s := by
    intro s
    have h0 : HasDerivAt (fun s : ℝ => ((E * s : ℝ) : ℂ) * I) ((E : ℂ) * I) s := by
      simpa using ((hasDerivAt_id s).const_mul E).ofReal_comp.mul_const I
    refine HasDerivAt.congr_deriv (h0.cexp.smul (k s)) ?_
    module
  have hb := Convex.norm_image_sub_le_of_norm_hasDerivWithin_le
    (C := ‖H ψ - (E : ℂ) • ψ‖) (fun s _ => (hg s).hasDerivWithinAt)
    (fun s _ => by
      have hn := norm_conserved hH hw s
      simp only [k0] at hn
      rw [norm_smul, norm_smul, norm_exp_ofReal_mul_I, norm_neg, norm_I, hn, one_mul, one_mul])
    convex_univ (Set.mem_univ (0 : ℝ)) (Set.mem_univ t)
  simpa [k0, mul_comm] using hb
```

The same estimate limits the loss of overlap with the initial state. For a unit vector $\psi$ and $E$ the mean energy, expanding the square gives $2-2\,\mathrm{Re}\,(e^{iEt}\langle\psi,\psi(t)\rangle)\le t^2\|r\|^2$, hence $|\langle\psi,\psi(t)\rangle|\ge 1-\tfrac12t^2\|r\|^2$; this consequence is derived here by hand only.

## From drift to signal

Write $u=\psi(t)$ and $c=e^{iEt}$, now with $E$ the mean energy. Because $|c|=1$, the phase does not affect the expectation value: $\langle cu,A\,cu\rangle=\langle u,Au\rangle$. Adding and subtracting $\langle\psi,A\,cu\rangle$ gives

$$\langle u,Au\rangle-\langle\psi,A\psi\rangle=\langle cu-\psi,\,A\,cu\rangle+\langle\psi,\,A(cu-\psi)\rangle .$$

Both $cu$ and $\psi$ have norm 1, so by the Cauchy–Schwarz inequality each term is at most $\|A\|\,\|cu-\psi\|\le|t|\,\|A\|\,\|r\|$. The two terms together give the factor 2.

The splitting is `hs`, the two estimates are `b1` and `b2`, and `b3` inserts the drift bound. The hypotheses are `hH`, that $H$ is self-adjoint, and `hψ`, that $\psi$ is normalised.

```lean
/-- Main bound: for self-adjoint `H`, bounded `A` and a unit vector `ψ`, the field-free
signal is at most `2 |t| ‖A‖ ‖r‖`, where `r` is the residual of `ψ`. -/
theorem signal_le {H : V →L[ℂ] V} (hH : IsSelfAdjoint H) (A : V →L[ℂ] V) {ψ : V}
    (hψ : ‖ψ‖ = 1) (t : ℝ) :
    ‖signal H A ψ t‖ ≤ 2 * |t| * ‖A‖ * ‖residual H ψ‖ := by
  obtain ⟨k, k0⟩ := evolve_solves H ψ
  have hd := drift_le hH ψ (energy H ψ) t
  have hc := norm_exp_ofReal_mul_I (energy H ψ * t)
  have hn : ‖evolve H ψ t‖ = 1 := by rw [norm_conserved hH k t, k0, hψ]
  set c := exp ((energy H ψ * t : ℝ) * I)
  set u := evolve H ψ t with hu
  have hcc : (starRingEnd ℂ) c * c = 1 := by
    rw [← normSq_eq_conj_mul_self, normSq_eq_norm_sq, hc]
    simp
  have hcu : ‖c • u‖ = 1 := by rw [norm_smul, hc, hn, one_mul]
  -- the phase drops out, and the rest splits into two terms linear in the drift
  have hs : signal H A ψ t =
      inner ℂ (c • u - ψ) (A (c • u)) + inner ℂ ψ (A (c • u - ψ)) := by
    have hp : inner ℂ (c • u) (A (c • u)) = inner ℂ u (A u) := by
      rw [map_smul, inner_smul_left, inner_smul_right, ← mul_assoc, hcc, one_mul]
    rw [inner_sub_left, map_sub, inner_sub_right, hp, signal, ← hu]
    ring
  have b1 : ‖inner ℂ (c • u - ψ) (A (c • u))‖ ≤ ‖c • u - ψ‖ * ‖A‖ := by
    refine (norm_inner_le_norm _ _).trans ?_
    have := A.le_opNorm (c • u)
    rw [hcu, mul_one] at this
    gcongr
  have b2 : ‖inner ℂ ψ (A (c • u - ψ))‖ ≤ ‖A‖ * ‖c • u - ψ‖ := by
    refine (norm_inner_le_norm _ _).trans ?_
    rw [hψ, one_mul]
    exact A.le_opNorm _
  have b3 := mul_le_mul_of_nonneg_left hd (norm_nonneg A)
  rw [hs]
  refine (norm_add_le _ _).trans ?_
  unfold residual
  linarith
```

## Shifting the dipole origin

A distant coordinate origin makes $\|A\|$ large without changing the physics. Since the norm of the state is conserved,

$$\langle\psi(t),(A-c)\psi(t)\rangle-\langle\psi,(A-c)\psi\rangle=\langle\psi(t),A\psi(t)\rangle-\langle\psi,A\psi\rangle$$

for every complex number $c$ (no longer the phase above). The main bound applied to $A-c$ therefore limits the signal of $A$, and $c$ can be chosen to make $\|A-c\|$ as small as possible. For a Hermitian matrix $A$ the smallest value is half the difference between its largest and smallest eigenvalues.

```lean
/-- For self-adjoint `H` and a unit vector `ψ`, the norm of `A` in the bound may be replaced
by that of `A - c` for any number `c`, such as a shift of the dipole origin. -/
theorem signal_le_shifted {H : V →L[ℂ] V} (hH : IsSelfAdjoint H) (A : V →L[ℂ] V) {ψ : V}
    (hψ : ‖ψ‖ = 1) (c : ℂ) (t : ℝ) :
    ‖signal H A ψ t‖ ≤
      2 * |t| * ‖A - c • ContinuousLinearMap.id ℂ V‖ * ‖residual H ψ‖ := by
  obtain ⟨k, k0⟩ := evolve_solves H ψ
  have hn : inner ℂ (evolve H ψ t) (evolve H ψ t) = inner ℂ ψ ψ := by
    rw [inner_self_eq_norm_sq_to_K, inner_self_eq_norm_sq_to_K, norm_conserved hH k t, k0]
  have hs : signal H A ψ t = signal H (A - c • ContinuousLinearMap.id ℂ V) ψ t := by
    simp only [signal, sub_apply, smul_apply,
      ContinuousLinearMap.id_apply, inner_sub_right, inner_smul_right, hn]
    ring
  rw [hs]
  exact signal_le hH _ hψ t
```

## A two-level system that needs the factor 2

Suppose $H(H\psi)=\psi$, and let $\varphi(t)=\cos t\,\psi-i\sin t\,H\psi$. Then $\varphi(0)=\psi$ and

$$-iH\varphi(t)=-i\cos t\,H\psi-\sin t\,\psi=\varphi'(t),$$

so by uniqueness $\varphi(t)=e^{-iHt}\psi$. No power series has to be summed.

```lean
/-- If `H` is self-adjoint and `H(Hψ) = ψ`, then `exp(-iHt) ψ = cos t ψ - i sin t Hψ`. -/
theorem evolve_of_involution {H : V →L[ℂ] V} (hH : IsSelfAdjoint H) {ψ : V}
    (h2 : H (H ψ) = ψ) (t : ℝ) :
    evolve H ψ t = (Real.cos t : ℂ) • ψ - (I * (Real.sin t : ℂ)) • H ψ := by
  refine (solution_unique hH (φ := fun s : ℝ =>
    (Real.cos s : ℂ) • ψ - (I * (Real.sin s : ℂ)) • H ψ) (fun s => ?_) (by simp) t).symm
  have d1 := (Real.hasDerivAt_cos s).ofReal_comp.smul_const ψ
  have d2 := ((Real.hasDerivAt_sin s).ofReal_comp.const_mul I).smul_const (H ψ)
  refine (d1.fun_sub d2).congr_deriv ?_
  have hI : -I * (I * (Real.sin s : ℂ)) = (Real.sin s : ℂ) := by
    linear_combination (-(Real.sin s : ℂ)) * I_mul_I
  simp only [map_sub, map_smul, h2, smul_sub, smul_smul, hI, ofReal_neg]
  module
```

The example takes $H=\sigma_x$. `Matrix.toEuclideanCLM` turns a matrix into an operator on $\mathbb C^2$ with its usual inner product.

```lean
/-- The Pauli matrix `σx` as an operator on the two-level space. -/
def pauliX : EuclideanSpace ℂ (Fin 2) →L[ℂ] EuclideanSpace ℂ (Fin 2) :=
  Matrix.toEuclideanCLM (n := Fin 2) (𝕜 := ℂ) !![0, 1; 1, 0]
```

The observable is $A=\sigma_y$.

```lean
/-- The Pauli matrix `σy` as an operator on the two-level space. -/
def pauliY : EuclideanSpace ℂ (Fin 2) →L[ℂ] EuclideanSpace ℂ (Fin 2) :=
  Matrix.toEuclideanCLM (n := Fin 2) (𝕜 := ℂ) !![0, -I; I, 0]
```

The initial state is spin up, $\psi=(1,0)$.

```lean
/-- The spin-up state `(1, 0)`. -/
def up : EuclideanSpace ℂ (Fin 2) := !₂[1, 0]
```

Both matrices equal their conjugate transposes, which Lean checks entry by entry.

```lean
/-- Both `σx` and `σy` are self-adjoint. -/
theorem pauli_selfAdjoint : IsSelfAdjoint pauliX ∧ IsSelfAdjoint pauliY := by
  constructor
  · rw [IsSelfAdjoint, pauliX, ← map_star]
    congr 1
    ext i j
    fin_cases i <;> fin_cases j <;> simp [Matrix.star_apply]
  · rw [IsSelfAdjoint, pauliY, ← map_star]
    congr 1
    ext i j
    fin_cases i <;> fin_cases j <;> simp [Matrix.star_apply]
```

Since $\sigma_x^2=1$, the evolved state is $\psi(t)=(\cos t,\,-i\sin t)$. Then $\sigma_y\psi(t)=(-\sin t,\,i\cos t)$, and

$$\langle\psi(t),\sigma_y\psi(t)\rangle=-\cos t\sin t-\sin t\cos t=-\sin 2t .$$

The initial expectation value is zero, so this is the whole signal.

```lean
/-- With Hamiltonian `σx` and the spin-up initial state, the signal in `σy` is `-sin 2t`. -/
theorem two_level_signal (t : ℝ) :
    signal pauliX pauliY up t = -(Real.sin (2 * t) : ℂ) := by
  have h2 : pauliX (pauliX up) = up := by
    ext i
    fin_cases i <;> simp [pauliX, up, Matrix.vecHead, Matrix.vecTail]
  rw [signal, evolve_of_involution pauli_selfAdjoint.1 h2, Real.sin_two_mul]
  simp [pauliX, pauliY, up, PiLp.inner_apply, Fin.sum_univ_two, Matrix.vecHead,
    Matrix.vecTail, -ofReal_cos, -ofReal_sin]
  ring_nf
  simp only [I_sq]
  ring
```

Here $E=0$ and $r=\sigma_x\psi=(0,1)$, so $\|r\|=1$. Also $\|\sigma_y\|=1$, because $\sigma_y$ is self-adjoint with $\sigma_y^2=1$. A bound with constant $C$ in place of 2 would say $|\sin 2t|\le C|t|$ for all $t$.

Suppose $C<2$, and choose $t>0$ with $t\le\frac12$ and $t\le\frac{2-C}{2}$. From $\sin x>x-x^3/4$ for $0<x\le1$, taken at $x=2t$,

$$Ct\ge\sin 2t>2t-2t^3,\qquad\text{so}\qquad 2t^2\le(2-C)t<2t^3 .$$

This would force $t>1$, a contradiction. The factor 2 is thus already needed at short times; at long times the bound grows linearly while this signal never exceeds 1.

```lean
/-- The constant 2 is optimal: a bound of the same form with constant `C`, valid at all times
for `H = σx`, `A = σy` and the spin-up state, has `C ≥ 2`. -/
theorem constant_two_sharp {C : ℝ}
    (h : ∀ t : ℝ, ‖signal pauliX pauliY up t‖ ≤
      C * |t| * ‖pauliY‖ * ‖residual pauliX up‖) : 2 ≤ C := by
  have hA : ‖pauliY‖ = 1 := by
    have hsq : pauliY * pauliY = 1 := by
      rw [pauliY, ← map_mul, ← map_one (Matrix.toEuclideanCLM (n := Fin 2) (𝕜 := ℂ))]
      congr 1
      ext i j
      fin_cases i <;> fin_cases j <;> simp [Matrix.mul_apply, Fin.sum_univ_two]
    have hm := CStarRing.norm_star_mul_self (x := pauliY)
    rw [pauli_selfAdjoint.2.star_eq, hsq, norm_one] at hm
    nlinarith [norm_nonneg pauliY]
  have hr : ‖residual pauliX up‖ = 1 := by
    simp [residual, energy, pauliX, up, PiLp.inner_apply, EuclideanSpace.norm_eq,
      Fin.sum_univ_two]
  by_contra! hC
  -- a short enough time violates any smaller constant
  obtain ⟨t, ht, t1, t2⟩ : ∃ t : ℝ, 0 < t ∧ t ≤ 1 / 2 ∧ t ≤ (2 - C) / 2 :=
    ⟨min (1 / 2) ((2 - C) / 2), lt_min (by norm_num) (by linarith),
      min_le_left _ _, min_le_right _ _⟩
  have h1 := h t
  rw [two_level_signal, hA, hr, norm_neg, norm_real, Real.norm_eq_abs, abs_of_pos ht,
    mul_one, mul_one] at h1
  have h3 := Real.sin_gt_sub_cube (x := 2 * t) (by linarith)
  have h4 := le_abs_self (Real.sin (2 * t))
  have h5 : 0 ≤ t ^ 2 * (1 - t) := mul_nonneg (sq_nonneg t) (by linarith)
  nlinarith [mul_le_mul_of_nonneg_left t2 ht.le, sq_nonneg t]

end

end FieldFreeSignal
```

```lean
#print axioms FieldFreeSignal.signal_le
#print axioms FieldFreeSignal.signal_le_shifted
#print axioms FieldFreeSignal.constant_two_sharp
```

```
'FieldFreeSignal.signal_le' depends on axioms: [propext, Classical.choice, Quot.sound]
'FieldFreeSignal.signal_le_shifted' depends on axioms: [propext, Classical.choice, Quot.sound]
'FieldFreeSignal.constant_two_sharp' depends on axioms: [propext, Classical.choice, Quot.sound]
```
